# For a finite Hermitian Hamiltonian and Im z > 0, the resolvent G = (z − D)⁻¹ satisfies G − G† = (z̄ − z) G†G

The environment Hamiltonian is a finite complex Hermitian matrix D, and its resolvent at a complex energy z is G = (z − D)⁻¹. The theorem `resolvent_sub_adjoint` states that, when Im z > 0, the difference between G and its adjoint is G − G† = (z̄ − z) G†G. This difference is twice the anti-Hermitian part of G. The proof writes G as G†(z − D)†G and G† as G†(z − D)G, then takes out the common factors G† on the left and G on the right. What remains between them is (z − D)† − (z − D), which equals z̄ − z times the identity because D is Hermitian.

An attempt in Lean 4 with a fault in it:

```lean
import Mathlib

open Matrix
open scoped ComplexOrder

namespace EmbeddingBroadening

noncomputable section

variable {m n : Type*} [Fintype m] [Fintype n] [DecidableEq n]

/-- The squared norm of a state, the sum of the squared moduli of its amplitudes. -/
def weight (v : m → ℂ) : ℝ := ∑ i, Complex.normSq (v i)

/-- The resolvent `(z - D)⁻¹` of the environment Hamiltonian `D`. -/
def resolvent (D : Matrix n n ℂ) (z : ℂ) : Matrix n n ℂ := (z • (1 : Matrix n n ℂ) - D)⁻¹

/-- The overlap of a state with itself is its squared norm. -/
lemma star_dotProduct_self (v : m → ℂ) : star v ⬝ᵥ v = (weight v : ℂ) := by
  simp [dotProduct, weight, Complex.normSq_eq_conj_mul_self]

/-- Only the zero vector has zero squared norm. -/
lemma weight_eq_zero (v : m → ℂ) : weight v = 0 ↔ v = 0 := by
  unfold weight
  rw [Finset.sum_eq_zero_iff_of_nonneg fun i _ => Complex.normSq_nonneg (v i)]
  simp [funext_iff]

/-- The expectation value of the adjoint is the complex conjugate expectation value. -/
lemma expect_conjTranspose (M : Matrix m m ℂ) (v : m → ℂ) :
    star v ⬝ᵥ Mᴴ *ᵥ v = star (star v ⬝ᵥ M *ᵥ v) := by
  rw [← Matrix.star_dotProduct (M *ᵥ v) v, Matrix.star_mulVec, ← Matrix.dotProduct_mulVec]

/-- Expectation values of a Hermitian matrix are real. -/
lemma expect_im {A : Matrix m m ℂ} (hA : A.IsHermitian) (v : m → ℂ) :
    (star v ⬝ᵥ A *ᵥ v).im = 0 := by
  have h := expect_conjTranspose A v
  rw [hA.eq] at h
  have h' := congrArg Complex.im h
  rw [Complex.star_def, Complex.conj_im] at h'
  linarith

/-- For Hermitian `D` and `z` in the upper half-plane, `z - D` is invertible. -/
theorem isUnit_sub {D : Matrix n n ℂ} (hD : D.IsHermitian) {z : ℂ} (hz : 0 < z.im) :
    IsUnit (z • (1 : Matrix n n ℂ) - D) := by
  rw [Matrix.isUnit_iff_isUnit_det, isUnit_iff_ne_zero]
  intro h0
  obtain ⟨v, hv, h⟩ := Matrix.exists_mulVec_eq_zero_iff.mpr h0
  -- a null vector `v` would make `v† D v` equal to `z` times its squared norm, which is not real
  have h1 : star v ⬝ᵥ ((z • (1 : Matrix n n ℂ) - D) *ᵥ v) = 0 := by
    rw [h, dotProduct_zero]
  rw [Matrix.sub_mulVec, Matrix.smul_mulVec, Matrix.one_mulVec, dotProduct_sub,
    dotProduct_smul, star_dotProduct_self, smul_eq_mul] at h1
  have h2 := congrArg Complex.im h1
  rw [Complex.sub_im, expect_im hD, Complex.im_mul_ofReal, Complex.zero_im, sub_zero] at h2
  exact hv ((weight_eq_zero v).mp ((mul_eq_zero.mp h2).resolve_left hz.ne'))

/-- For `Im z > 0`, the resolvent `G` of a Hermitian matrix obeys `G - G† = (z̄ - z) G† G`. -/
theorem resolvent_sub_adjoint {D : Matrix n n ℂ} (hD : D.IsHermitian) {z : ℂ}
    (hz : 0 < z.im) :
    resolvent D z - (resolvent D z)ᴴ
      = (star z - z) • ((resolvent D z)ᴴ * resolvent D z) := by
  have h1 : (z • (1 : Matrix n n ℂ) - D) * resolvent D z = 1 :=
    Matrix.mul_nonsing_inv _ ((Matrix.isUnit_iff_isUnit_det _).mp (isUnit_sub hD hz))
  have h2 : (resolvent D z)ᴴ * (z • (1 : Matrix n n ℂ) - D)ᴴ = 1 := by
    rw [← Matrix.conjTranspose_mul, h1, Matrix.conjTranspose_one]
  have h3 : (z • (1 : Matrix n n ℂ) - D)ᴴ - (z • (1 : Matrix n n ℂ) - D)
      = (star z - z) • (1 : Matrix n n ℂ) := by
    rw [Matrix.conjTranspose_sub, Matrix.conjTranspose_smul, Matrix.conjTranspose_one,
      hD.eq, sub_smul]
    abel
  calc resolvent D z - (resolvent D z)ᴴ
      = (resolvent D z)ᴴ * (z • (1 : Matrix n n ℂ) - D)ᴴ * resolvent D z
        - (resolvent D z)ᴴ * ((z • (1 : Matrix n n ℂ) - D) * resolvent D z) := by
        rw [h1, h2, one_mul, mul_one]
    _ = (resolvent D z)ᴴ * ((z • (1 : Matrix n n ℂ) - D)ᴴ
        - (z • (1 : Matrix n n ℂ) - D)) * resolvent D z := by
        rw [mul_sub, sub_mul, mul_assoc _ (z • (1 : Matrix n n ℂ) - D)]
    _ = _ := by rw [h3, Matrix.mul_smul, Matrix.smul_mul, mul_one]

end

end EmbeddingBroadening
```

Compiling this gives:

```
Main.lean:77:30: error: Tactic `rewrite` failed: Did not find an occurrence of the pattern
  ?m.382 * (z • 1 - D) * ?c
in the target expression
  (resolvent D z)ᴴ * (z • 1 - D)ᴴ * resolvent D z - (resolvent D z)ᴴ * (z • 1 * resolvent D z - D * resolvent D z) =
    ((resolvent D z)ᴴ * (z • 1 - D)ᴴ - (resolvent D z)ᴴ * (z • 1 - D)) * resolvent D z

n : Type u_2
inst✝¹ : Fintype n
inst✝ : DecidableEq n
D : Matrix n n ℂ
hD : D.IsHermitian
z : ℂ
hz : 0 < z.im
h1 : (z • 1 - D) * resolvent D z = 1
h2 : (resolvent D z)ᴴ * (z • 1 - D)ᴴ = 1
h3 : (z • 1 - D)ᴴ - (z • 1 - D) = (star z - z) • 1
⊢ (resolvent D z)ᴴ * (z • 1 - D)ᴴ * resolvent D z - (resolvent D z)ᴴ * (z • 1 * resolvent D z - D * resolvent D z) =
    ((resolvent D z)ᴴ * (z • 1 - D)ᴴ - (resolvent D z)ᴴ * (z • 1 - D)) * resolvent D z
```

This version goes through:

```diff
@@ -75,5 +75,6 @@
     _ = (resolvent D z)ᴴ * ((z • (1 : Matrix n n ℂ) - D)ᴴ
         - (z • (1 : Matrix n n ℂ) - D)) * resolvent D z := by
-        rw [mul_sub, sub_mul, mul_assoc _ (z • (1 : Matrix n n ℂ) - D)]
+        rw [← mul_assoc (resolvent D z)ᴴ (z • (1 : Matrix n n ℂ) - D) (resolvent D z),
+          ← sub_mul, ← mul_sub]
     _ = _ := by rw [h3, Matrix.mul_smul, Matrix.smul_mul, mul_one]
 
```

What went wrong. The error is in the factoring step. Lean reports that the `mul_assoc` rewrite finds no product of the form `?m.382 * (z • 1 - D) * ?c`, but the trouble starts one rewrite earlier. `mul_sub` expands the right side as intended. `sub_mul`, given no arguments, should then expand the outer product there, but it takes `(z • 1 - D) * resolvent D z` on the left instead, since `z • 1 - D` is itself a difference. The printed goal shows the result, `z • 1 * resolvent D z - D * resolvent D z`. The product that `mul_assoc` was to regroup, `(resolvent D z)ᴴ * (z • 1 - D) * resolvent D z`, would have come from expanding the outer product on the right. That product is still unexpanded, so nothing matches.

The repair works on the left side only. `← mul_assoc`, with all three factors named, regroups the second term so that it ends in `* resolvent D z`, like the first. `← sub_mul` then takes out that common right factor, and `← mul_sub` the common left factor `(resolvent D z)ᴴ`. This gives exactly the right side, and `z • 1 - D` is never expanded.
